# Cut-off continued fractions that converge to the Fermi function at real energies

A code that builds the density matrix from Ozaki's poles first replaces the Fermi function by a rational function, then evaluates the Green's function at the poles of that function. The rational function is a continued fraction cut off after m levels. For non-interacting electrons, the cut-off fraction sets the occupation of each one-electron state, so its error at real energies matters.

For real x and n = 0, 1, 2, …, define

J_n = ∫ from −1 to 1 of (1−s²)ⁿ cosh(xs) ds

I_n = J_n / (2ⁿ⁺¹ n!), r_n = I_(n+1) / I_n

Then

tanh x = x / (1 + x² r_0)

r_n = 1 / (2n+3 + x² r_(n+1))

## From moments to the fraction

The integrand of J_n is positive inside the interval, so I_n > 0 and the ratios are well defined. Integrating cosh(xs) gives x J_0 = 2 sinh x, that is, x I_0 = sinh x. Next,

d/ds [x(1−s²) sinh(xs) + 2s cosh(xs)] = x²(1−s²) cosh(xs) + 2 cosh(xs)

Integration gives x² J_1 + 2J_0 = 4 cosh x. Since J_0 = 2I_0 and J_1 = 4I_1, this is I_0 + x² I_1 = cosh x.

For the recurrence, take

G(s) = x(1−s²)ⁿ⁺² sinh(xs) + 2(n+2) s(1−s²)ⁿ⁺¹ cosh(xs)

In G′ the sinh terms cancel. Writing s² = 1 − (1−s²) in what remains gives

G′ = [x²(1−s²)ⁿ⁺² + 2(n+2)(2n+3)(1−s²)ⁿ⁺¹ − 4(n+2)(n+1)(1−s²)ⁿ] cosh(xs)

G vanishes at ±1, so the integral of G′ is zero. Dividing it by 2ⁿ⁺³ (n+2)! leaves

I_n = (2n+3) I_(n+1) + x² I_(n+2)

Division by I_(n+1) gives the formula for r_n. Dividing sinh x by cosh x gives the one for tanh x.

## The error of a cut-off

Let t_(m,n) be the fraction started at level n and cut after m levels: t_(0,n) = 0 and t_(m+1,n) = 1/(2n+3 + x² t_(m,n+1)). Both denominators below are at least 2n+2, so

|r_n − t_(m+1,n)| = x² |r_(n+1) − t_(m,n+1)| / [(2n+3 + x² r_(n+1))(2n+3 + x² t_(m,n+1))]

≤ (x/(2(n+1)))² |r_(n+1) − t_(m,n+1)|

Starting from 0 ≤ r_n ≤ 1 and iterating,

|r_n − t_(m,n)| ≤ ((x/2)ᵐ n!/(n+m)!)²

Let y = (E−μ)/(k_B T) be the reduced energy, with E the energy, μ the chemical potential, k_B Boltzmann's constant and T > 0 the temperature. Since tanh(y/2) = (eʸ−1)/(eʸ+1) = 1 − 2/(eʸ+1),

1/(eʸ+1) = 1/2 − (y/4) / (1 + (y/2)² r_0(y/2))

Replacing r_0 by t_(m,0) gives the approximation. It converges because m! outgrows (|y|/4)ᵐ and the outer denominator is at least 1. The bound on the error in r_0 becomes ((y/4)ᵐ/m!)², which starts to shrink only once m exceeds |y|/4. That is a property of the bound, not a count of the levels needed. Still, no fixed m serves all energies: as |y| → ∞ the approximation tends to 1/2 for odd m and is unbounded for even m, while the Fermi function tends to 0 or 1. Low temperature and a wide spectrum make |y| large, so they eventually call for more levels.

For y = 2 and m = 2, t_(2,0) = 1/(3 + 1/5) = 5/16. The approximate occupation is 1/2 − (1/2)/(21/16) = 5/42 ≈ 0.11905, against the exact 0.11920.

The same ratio gives the Bose function for y ≠ 0, a by-hand corollary that the file leaves out:

1/(eʸ−1) = 1/y − 1/2 + (y/4) r_0(y/2)

## The Lean file

```lean
import Mathlib

open Filter Topology

namespace OzakiContinuedFraction

noncomputable section

/-- The normalised moment `I_n(x)`: the integral of `(1 - s²)^n cosh (x s)` over `[-1, 1]`,
divided by `2^(n+1) n!`. -/
def moment (n : ℕ) (x : ℝ) : ℝ :=
  (∫ s in (-1 : ℝ)..1, (1 - s ^ 2) ^ n * Real.cosh (x * s)) / (2 ^ (n + 1) * n.factorial)

/-- The ratio `r_n = I_(n+1) / I_n` of successive moments. -/
def ratio (n : ℕ) (x : ℝ) : ℝ := moment (n + 1) x / moment n x

/-- The continued fraction started at level `n` and cut off after `m` levels, with the
remaining tail set to zero. -/
def truncation (x : ℝ) : ℕ → ℕ → ℝ
  | 0, _ => 0
  | m + 1, n => 1 / (2 * (n : ℝ) + 3 + x ^ 2 * truncation x m (n + 1))

/-- The bare integral is the moment times its normalisation `2^(n+1) n!`. -/
theorem integral_eq_moment (n : ℕ) (x : ℝ) :
    ∫ s in (-1 : ℝ)..1, (1 - s ^ 2) ^ n * Real.cosh (x * s)
      = 2 ^ (n + 1) * n.factorial * moment n x := by
  have h : (2 ^ (n + 1) * n.factorial : ℝ) ≠ 0 := by positivity
  rw [moment, mul_div_assoc', eq_div_iff h]
  exact mul_comm _ _

/-- Every moment is strictly positive. -/
theorem moment_pos (n : ℕ) (x : ℝ) : 0 < moment n x := by
  unfold moment
  refine div_pos ?_ (by positivity)
  refine intervalIntegral.intervalIntegral_pos_of_pos_on
    (Continuous.intervalIntegrable (by fun_prop) _ _) ?_ (by norm_num)
  intro s hs
  have h : 0 < 1 - s ^ 2 := by nlinarith [hs.1, hs.2]
  exact mul_pos (pow_pos h n) (Real.cosh_pos _)

/-- The two lowest moments generate the hyperbolic functions:
`x I_0 = sinh x` and `I_0 + x² I_1 = cosh x`. -/
theorem moment_sinh_cosh (x : ℝ) :
    x * moment 0 x = Real.sinh x ∧ moment 0 x + x ^ 2 * moment 1 x = Real.cosh x := by
  have hl : ∀ s : ℝ, HasDerivAt (fun t => x * t) x s := fun s =>
    ((hasDerivAt_id' s).const_mul x).congr_deriv (mul_one x)
  have hu : ∀ s : ℝ, HasDerivAt (fun t : ℝ => 1 - t ^ 2) (-(2 * s)) s := fun s =>
    (((hasDerivAt_id' s).fun_pow 2).const_sub 1).congr_deriv (by norm_num)
  constructor
  · have hF : ∀ s : ℝ, HasDerivAt (fun t => Real.sinh (x * t))
        (x * ((1 - s ^ 2) ^ 0 * Real.cosh (x * s))) s := fun s =>
      (hl s).sinh.congr_deriv (by ring)
    have key : ∫ s in (-1 : ℝ)..1, x * ((1 - s ^ 2) ^ 0 * Real.cosh (x * s))
        = 2 * Real.sinh x := by
      rw [intervalIntegral.integral_eq_sub_of_hasDerivAt (fun s _ => hF s)
        (Continuous.intervalIntegrable (by fun_prop) _ _)]
      simp only [mul_one, mul_neg, Real.sinh_neg]
      ring
    rw [intervalIntegral.integral_const_mul, integral_eq_moment] at key
    simp only [Nat.factorial_zero, Nat.cast_one] at key
    linear_combination (1 / 2) * key
  · have hF : ∀ s : ℝ, HasDerivAt
        (fun t => x * ((1 - t ^ 2) * Real.sinh (x * t)) + 2 * (t * Real.cosh (x * t)))
        (x ^ 2 * ((1 - s ^ 2) ^ 1 * Real.cosh (x * s))
          + 2 * ((1 - s ^ 2) ^ 0 * Real.cosh (x * s))) s := fun s =>
      ((((hu s).fun_mul (hl s).sinh).const_mul x).fun_add
        (((hasDerivAt_id' s).fun_mul (hl s).cosh).const_mul 2)).congr_deriv (by ring)
    have key := intervalIntegral.integral_eq_sub_of_hasDerivAt (a := -1) (b := 1)
      (fun s _ => hF s) (Continuous.intervalIntegrable (by fun_prop) _ _)
    have split : ∫ s in (-1 : ℝ)..1, (x ^ 2 * ((1 - s ^ 2) ^ 1 * Real.cosh (x * s))
          + 2 * ((1 - s ^ 2) ^ 0 * Real.cosh (x * s)))
        = x ^ 2 * (2 ^ (1 + 1) * (Nat.factorial 1 : ℝ) * moment 1 x)
          + 2 * (2 ^ (0 + 1) * (Nat.factorial 0 : ℝ) * moment 0 x) := by
      rw [← integral_eq_moment, ← integral_eq_moment, intervalIntegral.integral_add,
        intervalIntegral.integral_const_mul, intervalIntegral.integral_const_mul] <;>
      exact Continuous.intervalIntegrable (by fun_prop) _ _
    rw [split] at key
    simp only [Nat.factorial_zero, Nat.factorial_one, Nat.cast_one, mul_one, mul_neg,
      Real.sinh_neg, Real.cosh_neg] at key
    linear_combination (1 / 4) * key

/-- Three successive moments obey `I_n = (2n+3) I_(n+1) + x² I_(n+2)`. -/
theorem moment_recurrence (n : ℕ) (x : ℝ) :
    moment n x = (2 * (n : ℝ) + 3) * moment (n + 1) x + x ^ 2 * moment (n + 2) x := by
  have hl : ∀ s : ℝ, HasDerivAt (fun t => x * t) x s := fun s =>
    ((hasDerivAt_id' s).const_mul x).congr_deriv (mul_one x)
  have hu : ∀ (k : ℕ) (s : ℝ), HasDerivAt (fun t : ℝ => (1 - t ^ 2) ^ (k + 1))
      (-(2 * ((k : ℝ) + 1) * s * (1 - s ^ 2) ^ k)) s := by
    intro k s
    have h1 : HasDerivAt (fun t : ℝ => 1 - t ^ 2) (-(2 * s)) s :=
      (((hasDerivAt_id' s).fun_pow 2).const_sub 1).congr_deriv (by norm_num)
    refine (h1.fun_pow (k + 1)).congr_deriv ?_
    rw [Nat.add_sub_cancel]
    push_cast
    ring
  -- two integrations by parts, collected in one antiderivative vanishing at both ends
  have hF : ∀ s : ℝ, HasDerivAt
      (fun t => x * ((1 - t ^ 2) ^ (n + 1 + 1) * Real.sinh (x * t))
        + 2 * ((n : ℝ) + 2) * (t * (1 - t ^ 2) ^ (n + 1) * Real.cosh (x * t)))
      (x ^ 2 * ((1 - s ^ 2) ^ (n + 2) * Real.cosh (x * s))
        + 2 * ((n : ℝ) + 2) * (2 * n + 3) * ((1 - s ^ 2) ^ (n + 1) * Real.cosh (x * s))
        - 4 * ((n : ℝ) + 2) * (n + 1) * ((1 - s ^ 2) ^ n * Real.cosh (x * s))) s := by
    intro s
    refine ((((hu (n + 1) s).fun_mul (hl s).sinh).const_mul x).fun_add
      ((((hasDerivAt_id' s).fun_mul (hu n s)).fun_mul (hl s).cosh).const_mul
        (2 * ((n : ℝ) + 2)))).congr_deriv ?_
    push_cast
    ring
  have key := intervalIntegral.integral_eq_sub_of_hasDerivAt (a := -1) (b := 1)
    (fun s _ => hF s) (Continuous.intervalIntegrable (by fun_prop) _ _)
  rw [intervalIntegral.integral_sub (Continuous.intervalIntegrable (by fun_prop) _ _)
      (Continuous.intervalIntegrable (by fun_prop) _ _),
    intervalIntegral.integral_add (Continuous.intervalIntegrable (by fun_prop) _ _)
      (Continuous.intervalIntegrable (by fun_prop) _ _),
    intervalIntegral.integral_const_mul, intervalIntegral.integral_const_mul,
    intervalIntegral.integral_const_mul, integral_eq_moment, integral_eq_moment,
    integral_eq_moment] at key
  have f1 : ((n + 1).factorial : ℝ) = (n + 1) * n.factorial := by
    rw [Nat.factorial_succ]; push_cast; ring
  have f2 : ((n + 2).factorial : ℝ) = (n + 2) * ((n + 1) * n.factorial) := by
    rw [Nat.factorial_succ, Nat.factorial_succ]; push_cast; ring
  rw [f1, f2] at key
  have ends : (1 : ℝ) - (-1) ^ 2 = 0 ∧ (1 : ℝ) - 1 ^ 2 = 0 := by norm_num
  simp only [ends.1, ends.2, zero_pow (Nat.succ_ne_zero _), zero_mul, mul_zero, add_zero,
    sub_zero] at key
  have hK : (2 ^ (n + 1) * n.factorial * (4 * ((n : ℝ) + 1) * (n + 2))) ≠ 0 := by positivity
  apply mul_left_cancel₀ hK
  linear_combination -key

/-- The continued fraction of the hyperbolic tangent with its exact tails:
`tanh x = x / (1 + x² r_0)` and `r_n = 1 / (2n + 3 + x² r_(n+1))` for all `n`. -/
theorem tanh_continued_fraction (x : ℝ) :
    Real.tanh x = x / (1 + x ^ 2 * ratio 0 x) ∧
      ∀ n : ℕ, ratio n x = 1 / (2 * (n : ℝ) + 3 + x ^ 2 * ratio (n + 1) x) := by
  constructor
  · have h0 := (moment_pos 0 x).ne'
    have h : moment 0 x + x ^ 2 * moment 1 x = moment 0 x * (1 + x ^ 2 * ratio 0 x) := by
      unfold ratio
      field_simp
    rw [Real.tanh_eq_sinh_div_cosh, ← (moment_sinh_cosh x).1, ← (moment_sinh_cosh x).2, h,
      mul_comm x, mul_div_mul_left _ _ h0]
  · intro n
    have h1 := (moment_pos (n + 1) x).ne'
    have h : 2 * (n : ℝ) + 3 + x ^ 2 * ratio (n + 1) x = moment n x / moment (n + 1) x := by
      rw [moment_recurrence n x]
      unfold ratio
      field_simp
    rw [h, one_div_div, ratio]

/-- Cutting the fraction after `m` levels changes `r_n` by at most
`((x/2)^m n! / (n+m)!)²`. -/
theorem truncation_error (x : ℝ) (m n : ℕ) :
    |ratio n x - truncation x m n|
      ≤ ((x / 2) ^ m * n.factorial / (n + m).factorial) ^ 2 := by
  have hr : ∀ k, 0 ≤ ratio k x := fun k =>
    (div_pos (moment_pos (k + 1) x) (moment_pos k x)).le
  have ht : ∀ j k, 0 ≤ truncation x j k := by
    intro j
    induction j with
    | zero => intro k; exact le_refl (0 : ℝ)
    | succ j ih =>
      intro k
      have := ih (k + 1)
      change 0 ≤ 1 / (2 * (k : ℝ) + 3 + x ^ 2 * truncation x j (k + 1))
      positivity
  induction m generalizing n with
  | zero =>
    have hf : (n.factorial : ℝ) ≠ 0 := by positivity
    have hp := mul_nonneg (sq_nonneg x) (hr (n + 1))
    have hn : (0 : ℝ) ≤ n := Nat.cast_nonneg n
    change |ratio n x - 0| ≤ _
    rw [sub_zero, abs_of_nonneg (hr n), pow_zero, one_mul, add_zero, div_self hf, one_pow,
      (tanh_continued_fraction x).2 n, div_le_one (by linarith)]
    linarith
  | succ m ih =>
    have hp := mul_nonneg (sq_nonneg x) (hr (n + 1))
    have hq := mul_nonneg (sq_nonneg x) (ht m (n + 1))
    have hn : (0 : ℝ) ≤ n := Nat.cast_nonneg n
    have hi := ih (n + 1)
    have f1 : ((n + 1).factorial : ℝ) = (n + 1) * n.factorial := by
      rw [Nat.factorial_succ]; push_cast; ring
    rw [f1] at hi
    rw [(tanh_continued_fraction x).2 n, show n + (m + 1) = n + 1 + m by omega]
    change |_ - 1 / (2 * (n : ℝ) + 3 + x ^ 2 * truncation x m (n + 1))| ≤ _
    have hA : 0 < 2 * (n : ℝ) + 3 + x ^ 2 * ratio (n + 1) x := by linarith
    have hB : 0 < 2 * (n : ℝ) + 3 + x ^ 2 * truncation x m (n + 1) := by linarith
    -- both denominators are at least 2(n+1)
    have hAB : (2 * (n : ℝ) + 2) * (2 * n + 2) ≤
        (2 * (n : ℝ) + 3 + x ^ 2 * ratio (n + 1) x)
          * (2 * (n : ℝ) + 3 + x ^ 2 * truncation x m (n + 1)) :=
      mul_le_mul (by linarith) (by linarith) (by linarith) hA.le
    have hnum : 1 * (2 * (n : ℝ) + 3 + x ^ 2 * truncation x m (n + 1))
        - (2 * (n : ℝ) + 3 + x ^ 2 * ratio (n + 1) x) * 1
        = -(x ^ 2 * (ratio (n + 1) x - truncation x m (n + 1))) := by ring
    rw [div_sub_div _ _ hA.ne' hB.ne', abs_div, abs_of_pos (mul_pos hA hB),
      div_le_iff₀ (mul_pos hA hB), hnum, abs_neg, abs_mul, abs_of_nonneg (sq_nonneg x)]
    refine (mul_le_mul_of_nonneg_left hi (sq_nonneg x)).trans ?_
    refine le_trans (le_of_eq ?_) (mul_le_mul_of_nonneg_left hAB (sq_nonneg _))
    ring

/-- The Fermi function at reduced energy `y` in terms of the exact ratio `r_0(y/2)`. -/
theorem fermi_eq (y : ℝ) :
    1 / (Real.exp y + 1) = 1 / 2 - y / 4 / (1 + (y / 2) ^ 2 * ratio 0 (y / 2)) := by
  have hE := Real.exp_pos (y / 2)
  have hG := Real.exp_pos (-(y / 2))
  have hEG : Real.exp (y / 2) * Real.exp (-(y / 2)) = 1 := by
    rw [← Real.exp_add, add_neg_cancel, Real.exp_zero]
  have hy : Real.exp y = Real.exp (y / 2) ^ 2 := by
    rw [sq, ← Real.exp_add, add_halves]
  have ht : Real.tanh (y / 2)
      = (Real.exp (y / 2) ^ 2 - 1) / (Real.exp (y / 2) ^ 2 + 1) := by
    rw [Real.tanh_eq_sinh_div_cosh, Real.sinh_eq, Real.cosh_eq,
      div_eq_div_iff (by positivity) (by positivity)]
    linear_combination (-Real.exp (y / 2)) * hEG
  have hw : 1 / (Real.exp (y / 2) ^ 2 + 1) * (Real.exp (y / 2) ^ 2 + 1) = 1 :=
    one_div_mul_cancel (by positivity)
  have h2 : y / 4 / (1 + (y / 2) ^ 2 * ratio 0 (y / 2)) = Real.tanh (y / 2) / 2 := by
    rw [(tanh_continued_fraction (y / 2)).1]
    ring
  rw [h2, ht, hy]
  linear_combination (1 / 2) * hw

/-- At every real reduced energy `y` the truncated continued fractions converge to the
Fermi function `1 / (exp y + 1)`. -/
theorem fermi_truncation_tendsto (y : ℝ) :
    Tendsto (fun m : ℕ => 1 / 2 - y / 4 / (1 + (y / 2) ^ 2 * truncation (y / 2) m 0))
      atTop (𝓝 (1 / (Real.exp y + 1))) := by
  have hb : Tendsto (fun m : ℕ => ((y / 2 / 2) ^ m / (m.factorial : ℝ)) ^ 2)
      atTop (𝓝 0) := by
    have h := (FloorSemiring.tendsto_pow_div_factorial_atTop (y / 2 / 2)).pow 2
    rwa [zero_pow two_ne_zero] at h
  have hT : Tendsto (fun m : ℕ => truncation (y / 2) m 0) atTop (𝓝 (ratio 0 (y / 2))) := by
    rw [tendsto_iff_norm_sub_tendsto_zero]
    refine squeeze_zero (fun _ => norm_nonneg _) (fun m => ?_) hb
    have h := truncation_error (y / 2) m 0
    rw [Nat.factorial_zero, Nat.cast_one, mul_one, zero_add] at h
    rwa [Real.norm_eq_abs, abs_sub_comm]
  have hr : 0 < ratio 0 (y / 2) := div_pos (moment_pos _ _) (moment_pos _ _)
  have hD : 1 + (y / 2) ^ 2 * ratio 0 (y / 2) ≠ 0 := by positivity
  rw [fermi_eq]
  exact tendsto_const_nhds.sub
    (tendsto_const_nhds.div (tendsto_const_nhds.add (tendsto_const_nhds.mul hT)) hD)

end

end OzakiContinuedFraction
```

```lean
#print axioms OzakiContinuedFraction.fermi_truncation_tendsto
-- 'OzakiContinuedFraction.fermi_truncation_tendsto' depends on axioms: [propext, Classical.choice, Quot.sound]
```

## Real energies and exact arithmetic

`moment n x` is I_n, `ratio n x` is r_n, and `truncation x m n` is t_(m,n), with depth before starting level. `tanh_continued_fraction` holds for every real x and natural n, `truncation_error` for every depth, and `fermi_truncation_tendsto` gives convergence at each fixed real y.

`moment_pos` justifies the divisions. `moment_sinh_cosh` and `moment_recurrence` differentiate the antiderivatives above and apply the fundamental theorem of calculus; `linear_combination` finishes the algebra. `truncation_error` is an induction on m for all n at once, since each step calls level n+1. `fermi_eq` inserts x = y/2, and the last theorem squeezes the error to zero.

The theorems do not treat complex energies, so the positions and residues of the poles are not covered. Nor are rounding errors, or the error of a density matrix summed over those poles.
